# Magnon energies of a ferromagnetic chain with Dzyaloshinskii–Moriya coupling are nonnegative exactly when $h \ge \sqrt{J^2+D^2}-J$

A single magnon on an infinite chain is described by complex amplitudes $\psi_n$, where the integer $n$ labels the site of the flipped spin. The lattice spacing is 1. Three real parameters enter, all with the dimension of energy: the exchange $J$, the Dzyaloshinskii–Moriya coupling $D$ for a vector along the magnetisation, and the Zeeman cost $h$ of one flip. Both couplings act between nearest neighbours only and are the same on every bond. Factors of spin length are absorbed into $J$ and $D$.

```lean
import Mathlib

open Real

namespace NonreciprocalMagnons

noncomputable section
```

The one-magnon Hamiltonian acts as

$$(H\psi)_n=(h+J)\psi_n-\tfrac J2(\psi_{n+1}+\psi_{n-1})+\tfrac{iD}2(\psi_{n+1}-\psi_{n-1}).$$

Exchange gives real hopping, equal in both directions. The Dzyaloshinskii–Moriya term gives imaginary hopping, with opposite signs for the two directions. This operator is the starting point; it is not derived here from a Hamiltonian of interacting spins.

```lean
/-- The one-magnon Hamiltonian of a chain with exchange `J`, Dzyaloshinskii-Moriya coupling `D`
and field `h`, acting on the amplitudes `ψ n` of a spin flip at site `n`. -/
def magnonHamiltonian (J D h : ℝ) (ψ : ℤ → ℂ) (n : ℤ) : ℂ :=
  (h + J) * ψ n - J / 2 * (ψ (n + 1) + ψ (n - 1))
    + Complex.I * D / 2 * (ψ (n + 1) - ψ (n - 1))
```

The plane wave of real wavenumber $k$ is $\psi_n=e^{ikn}$. It has modulus 1 at every site, so it is not normalisable on the infinite chain.

```lean
/-- The plane wave of wavenumber `k` on the chain, with unit lattice spacing. -/
def planeWave (k : ℝ) (n : ℤ) : ℂ := Complex.exp (k * n * Complex.I)
```

Its energy will turn out to be $w(k)=h+J(1-\cos k)-D\sin k$, which is `dispersion J D h k` in Lean.

```lean
/-- The magnon energy at wavenumber `k`. -/
def dispersion (J D h k : ℝ) : ℝ := h + J * (1 - cos k) - D * sin k
```

The last definition is the wavenumber $k_0=\arctan(D/J)$. With the sign convention above, a positive $D$ gives $w(k)<w(-k)$ for $0<k<\pi$.

```lean
/-- The wavenumber `arctan (D / J)` set by the ratio of the two couplings. -/
def spiralWavenumber (J D : ℝ) : ℝ := arctan (D / J)
```

## Real couplings give real, direction-dependent energies

The parameters have type `ℝ`. Physically, real $J$, $D$ and $h$ make the hopping Hermitian: the amplitude for a step to the right is the complex conjugate of the amplitude for a step to the left. A complex $D$ would in general give complex energies, and asking whether they are nonnegative would lose its meaning.

By hand, a step to the right or left multiplies the plane wave by $e^{\pm ik}=\cos k\pm i\sin k$. Hence

$$\psi_{n+1}+\psi_{n-1}=2\cos k\,\psi_n,\qquad \psi_{n+1}-\psi_{n-1}=2i\sin k\,\psi_n,$$

and therefore

$$(H\psi)_n=\left(h+J-J\cos k+\tfrac{iD}{2}\,2i\sin k\right)\psi_n=w(k)\,\psi_n .$$

The theorem states this eigenvalue equation at every site, for all real parameters and with no condition on signs. In its proof, `hp` and `hm` are the two phase relations, and the final `linear_combination` supplies $i^2=-1$ in the $D$ term.

```lean
/-- A plane wave solves the one-magnon eigenvalue equation, with energy `dispersion J D h k`. -/
theorem magnonHamiltonian_planeWave (J D h k : ℝ) (n : ℤ) :
    magnonHamiltonian J D h (planeWave k) n = dispersion J D h k * planeWave k n := by
  -- a step to the right or left multiplies the wave by a phase
  have hp : planeWave k (n + 1)
      = planeWave k n * (Complex.cos k + Complex.sin k * Complex.I) := by
    unfold planeWave
    rw [← Complex.exp_mul_I, ← Complex.exp_add]
    congr 1
    push_cast
    ring
  have e : Complex.cos k - Complex.sin k * Complex.I = Complex.exp (-(k : ℂ) * Complex.I) := by
    rw [Complex.exp_mul_I, Complex.cos_neg, Complex.sin_neg]
    ring
  have hm : planeWave k (n - 1)
      = planeWave k n * (Complex.cos k - Complex.sin k * Complex.I) := by
    rw [e]
    unfold planeWave
    rw [← Complex.exp_add]
    congr 1
    push_cast
    ring
  simp only [magnonHamiltonian, hp, hm, dispersion]
  push_cast
  linear_combination (D * Complex.sin k * planeWave k n) * Complex.I_sq
```

Reversing $k$ leaves the cosine alone and changes the sign of the sine, so $w(k)-w(-k)=-2D\sin k$. This difference is the nonreciprocity: for $D\neq0$, magnons with opposite wavenumbers have different energies unless $\sin k=0$. The proof uses the same two parities.

```lean
/-- The energies of magnons with opposite wavenumbers differ by `-2 D sin k`. -/
theorem dispersion_sub_reversed (J D h k : ℝ) :
    dispersion J D h k - dispersion J D h (-k) = -2 * D * sin k := by
  simp only [dispersion, cos_neg, sin_neg]
  ring
```

## Ferromagnetic exchange, $J>0$

The condition `hJ : 0 < J` says that exchange favours parallel neighbours, so the uniformly polarised state is the natural reference for a spin flip. In the derivation it puts $k_0$ in the correct quadrant. Write $R=\sqrt{J^2+D^2}$. Because $J>0$, we have $\sqrt{J^2}=J$ and

$$R=J\sqrt{1+(D/J)^2}.$$

The standard values of cosine and sine at an arctangent then give

$$R\cos k_0=\frac{R}{\sqrt{1+(D/J)^2}}=J,\qquad R\sin k_0=\frac{R\,D/J}{\sqrt{1+(D/J)^2}}=D.$$

Thus $J\cos k+D\sin k=R\cos(k-k_0)$, and

$$w(k)=h+J-R\cos(k-k_0).$$

In the proof, `hR` is the factorisation of $R$, `h1` and `h2` are the two component equations, and the last line adds them with weights $\cos k$ and $\sin k$.

```lean
/-- For `J > 0` the dispersion is a single cosine band of amplitude `√(J² + D²)`, shifted in
wavenumber by `spiralWavenumber J D`. -/
theorem dispersion_eq_shifted_cosine {J : ℝ} (hJ : 0 < J) (D h k : ℝ) :
    dispersion J D h k
      = h + J - √(J ^ 2 + D ^ 2) * cos (k - spiralWavenumber J D) := by
  have hR : √(J ^ 2 + D ^ 2) = J * √(1 + (D / J) ^ 2) := by
    rw [show J ^ 2 + D ^ 2 = J ^ 2 * (1 + (D / J) ^ 2) by field_simp,
      Real.sqrt_mul (sq_nonneg J), Real.sqrt_sq hJ.le]
  have hs : 0 < √(1 + (D / J) ^ 2) := Real.sqrt_pos.mpr (by positivity)
  -- J and D are the Cartesian components of a vector with polar angle arctan (D / J)
  have h1 : √(J ^ 2 + D ^ 2) * cos (spiralWavenumber J D) = J := by
    rw [spiralWavenumber, Real.cos_arctan, hR]
    generalize √(1 + (D / J) ^ 2) = s at hs ⊢
    field_simp
  have h2 : √(J ^ 2 + D ^ 2) * sin (spiralWavenumber J D) = D := by
    rw [spiralWavenumber, Real.sin_arctan, hR]
    generalize √(1 + (D / J) ^ 2) = s at hs ⊢
    field_simp
  rw [cos_sub, dispersion]
  linear_combination cos k * h1 + sin k * h2
```

Since $R\ge0$ and $\cos(k-k_0)\le1$, every energy satisfies $w(k)\ge h+J-R$. The call to `nlinarith` combines these two inequalities.

```lean
/-- No magnon has energy below `h + J - √(J² + D²)`. -/
theorem bandBottom_le_dispersion {J : ℝ} (hJ : 0 < J) (D h k : ℝ) :
    h + J - √(J ^ 2 + D ^ 2) ≤ dispersion J D h k := by
  rw [dispersion_eq_shifted_cosine hJ]
  nlinarith [Real.sqrt_nonneg (J ^ 2 + D ^ 2), cos_le_one (k - spiralWavenumber J D)]
```

Positive $J$ also gives $R>0$, even at $D=0$. Equality in the bound means $R\cos(k-k_0)=R$, so $R$ can be cancelled, leaving $\cos(k-k_0)=1$. This holds exactly when $k=k_0+2\pi n$ for some integer $n$, which here counts periods and not sites. The Lean proof performs the cancellation with `mul_left_cancel₀` and then uses the characterisation of where the cosine equals 1.

```lean
/-- For `J > 0` the energy `h + J - √(J² + D²)` is reached exactly at `spiralWavenumber J D`, up to
integer multiples of `2π`. -/
theorem dispersion_eq_bandBottom_iff {J : ℝ} (hJ : 0 < J) (D h k : ℝ) :
    dispersion J D h k = h + J - √(J ^ 2 + D ^ 2)
      ↔ ∃ n : ℤ, k = spiralWavenumber J D + n * (2 * π) := by
  have hR : 0 < √(J ^ 2 + D ^ 2) := Real.sqrt_pos.mpr (by positivity)
  rw [dispersion_eq_shifted_cosine hJ]
  constructor
  · intro H
    have hc : cos (k - spiralWavenumber J D) = 1 := by
      apply mul_left_cancel₀ hR.ne'
      linarith
    obtain ⟨n, hn⟩ := (Real.cos_eq_one_iff _).mp hc
    exact ⟨n, by linarith⟩
  · rintro ⟨n, hn⟩
    have hc : cos (k - spiralWavenumber J D) = 1 :=
      (Real.cos_eq_one_iff _).mpr ⟨n, by linarith⟩
    rw [hc, mul_one]
```

For $J<0$ the arctangent lies in the wrong quadrant and the minimum sits at $k_0+\pi$. The lowest energy is still $h+J-R$, so the field threshold keeps its form. What changes is the role of $k=0$: with $J<0$ and $D=0$ it is the top of the band.

## The field bound and the condition $D=0$

The main theorem keeps $J>0$ and leaves $D$ and $h$ arbitrary. Its two remaining conditions appear inside equivalences, so each is shown to be both necessary and sufficient.

The first is the field bound $h\ge R-J$. Physically, the Zeeman cost must make up for the energy that a magnon gains by adopting the wavenumber preferred by the competing couplings. If all energies are nonnegative, then evaluating at $k_0$ gives

$$0\le w(k_0)=h+J-R,$$

which is the bound. Conversely, the bound and $w(k)\ge h+J-R$ give $w(k)\ge0$ for every $k$. If the bound fails, the magnon at $k_0$ has negative energy. In Lean, `hmin` is the value at $k_0$, and the first two bullets are these two directions.

The second condition, $D=0$, means that the chain has no antisymmetric exchange. In that case

$$w(k)-w(0)=J(1-\cos k)\ge0,$$

where $J>0$ is used again, and $k=0$ is a minimum. If $D\ne0$, then $J^2<J^2+D^2$, hence $J<R$ and

$$w(k_0)=h+J-R<h=w(0).$$

The minimum is then not at $k=0$, whatever the field. The third bullet argues by contradiction, with `hlt` recording $J<R$; the fourth treats $D=0$.

```lean
/-- For `J > 0`, all magnon energies are nonnegative exactly when the field satisfies `h ≥ √(J² +
D²) - J`, and the energy is minimal at `k = 0` exactly when `D = 0`. -/
theorem magnon_stability_and_minimum {J : ℝ} (hJ : 0 < J) (D h : ℝ) :
    ((∀ k, 0 ≤ dispersion J D h k) ↔ √(J ^ 2 + D ^ 2) - J ≤ h) ∧
    ((∀ k, dispersion J D h 0 ≤ dispersion J D h k) ↔ D = 0) := by
  have hmin : dispersion J D h (spiralWavenumber J D) = h + J - √(J ^ 2 + D ^ 2) :=
    (dispersion_eq_bandBottom_iff hJ D h _).mpr ⟨0, by simp⟩
  have h0 : dispersion J D h 0 = h := by simp [dispersion]
  refine ⟨⟨fun H => ?_, fun H k => ?_⟩, ⟨fun H => ?_, fun H k => ?_⟩⟩
  · have := H (spiralWavenumber J D)
    linarith
  · have := bandBottom_le_dispersion hJ D h k
    linarith
  · -- a nonzero D puts the bottom of the band strictly below the energy at k = 0
    by_contra hD
    have hlt : J < √(J ^ 2 + D ^ 2) := by
      apply Real.lt_sqrt_of_sq_lt
      have : 0 < D ^ 2 := by positivity
      linarith
    have := H (spiralWavenumber J D)
    linarith
  · rw [h0, dispersion, H]
    nlinarith [cos_le_one k]
```

The quantifier `∀ k` runs over all real wavenumbers, as suits an infinite chain. A finite ring allows only a discrete set, which may miss $k_0$; the bound then remains sufficient but need not be necessary.

Nonnegative $w$ means that no single plane-wave magnon lowers the energy of the polarised state. Interactions between magnons, further neighbours and anisotropy are absent from the model.

## Fields between zero and the threshold

The last theorem assumes $J>0$ together with two bounds on the field, $0<h$ and $h<R-J$. The lower bound says that the field favours the polarised state, and it gives $w(0)=h>0$. The upper bound says that the field is too weak to offset the Dzyaloshinskii–Moriya gain, and it gives $w(k_0)=h+J-R<0$. Each serves one half of the conclusion, and the proof closes both halves with `linarith`.

If the lower bound is violated, so that $h\le0$, the uniform magnon does not have positive energy. If the upper bound is violated, so that $h\ge R-J$, no magnon has negative energy. The two bounds together force $D\neq0$, because $R-J=0$ when $D=0$; for every nonzero $D$ the interval of fields is nonempty. With $J=4$ and $D=3$, for example, $R=5$ and the threshold is $1$. At $h=1/2$ the uniform magnon has energy $1/2$, while the magnon at $k_0=\arctan(3/4)$ has energy $-1/2$.

```lean
/-- For `J > 0` and fields `0 < h < √(J² + D²) - J` the magnon at `k = 0` has positive energy while
the magnon at `spiralWavenumber J D` has negative energy. -/
theorem finite_wavenumber_instability {J D h : ℝ} (hJ : 0 < J) (hpos : 0 < h)
    (hlt : h < √(J ^ 2 + D ^ 2) - J) :
    0 < dispersion J D h 0 ∧ dispersion J D h (spiralWavenumber J D) < 0 := by
  have hmin : dispersion J D h (spiralWavenumber J D) = h + J - √(J ^ 2 + D ^ 2) :=
    (dispersion_eq_bandBottom_iff hJ D h _).mpr ⟨0, by simp⟩
  have h0 : dispersion J D h 0 = h := by simp [dispersion]
  constructor <;> linarith

end

end NonreciprocalMagnons
```

For spin-wave calculations, this non-interacting nearest-neighbour chain shows that a positive energy at $k=0$ does not establish the stability of the polarised state: the energies at finite wavenumber have to be examined too.

```lean
#print axioms NonreciprocalMagnons.magnonHamiltonian_planeWave
#print axioms NonreciprocalMagnons.dispersion_sub_reversed
#print axioms NonreciprocalMagnons.magnon_stability_and_minimum
#print axioms NonreciprocalMagnons.finite_wavenumber_instability
```

```
'NonreciprocalMagnons.magnonHamiltonian_planeWave' depends on axioms: [propext, Classical.choice, Quot.sound]
'NonreciprocalMagnons.dispersion_sub_reversed' depends on axioms: [propext, Classical.choice, Quot.sound]
'NonreciprocalMagnons.magnon_stability_and_minimum' depends on axioms: [propext, Classical.choice, Quot.sound]
'NonreciprocalMagnons.finite_wavenumber_instability' depends on axioms: [propext, Classical.choice, Quot.sound]
```
